# Polynomial approximation bounds the distant entries of f(H) for a neighbour-coupling Hamiltonian

In a nearest-neighbour tight-binding model of a large lattice, electrons hop only between neighbouring sites, so the Hamiltonian matrix is sparse. Its density matrix can nevertheless have nonzero entries between distant sites. If a code discards those entries, how large can the error be?

## A bound on each entry and on each row

Let \(H\) be a Hermitian matrix on the \(N\) sites of a finite graph, with off-diagonal entries only on edges. Let \(E_k\) be its eigenvalues and \(U\) the unitary matrix whose columns are its orthonormal eigenstates. For a real function \(f\), define

\[
f(H)_{xy}=\sum_k U_{xk}\,f(E_k)\,U_{yk}^* .
\]

Let \(d(x,y)\) be the graph distance, and let a real polynomial \(p\) satisfy \(|f(E_k)-p(E_k)|\le e\) for every \(k\). Then

\[
|f(H)_{xy}|\le e\quad\text{if }\deg p<d(x,y),
\qquad
\sum_{y:\,d(x,y)>R}|f(H)_{xy}|^2\le e^2\quad\text{if }\deg p\le R .
\]

Summing the second bound over \(x\) limits the total squared truncation error to \(Ne^2\).

## Cutoffs in sparse density-matrix calculations

For non-interacting electrons in thermal equilibrium at a fixed chemical potential, the one-particle density matrix is \(f(H)\) with \(f\) the Fermi function. Some linear-scaling codes store it only up to a cutoff distance; here the cutoff \(R\) is counted in hops.

A Chebyshev code first shifts and scales \(H\) so that its spectrum lies in \([-1,1]\), then builds the polynomials by \(T_{n+1}(H)=2H\,T_n(H)-T_{n-1}(H)\). Each multiplication by \(H\) extends the sparsity pattern by at most one hop. If a degree-40 expansion matches \(f\) within \(10^{-3}\) on the spectrum, every entry of the exact \(f(H)\) beyond 40 hops has modulus at most \(10^{-3}\). Dropping all of them gives a Frobenius-norm error of at most \(10^{-3}\sqrt N\).

## From hopping range to truncation error

**Powers of \(H\) have finite range.** A nonzero \((H^n)_{xy}\) implies a walk from \(x\) to \(y\) of at most \(n\) steps. For \(n=0\), \(H^0=1\) forces \(x=y\). For the next power,

\[
(H^{n+1})_{xy}=\sum_z (H^n)_{xz}H_{zy}
\]

must contain a nonzero term. Its first factor gives a walk from \(x\) to \(z\) of at most \(n\) steps; its second means that \(z=y\) or that \(z\) and \(y\) are neighbours. Hence \(p(H)_{xy}=0\) when \(\deg p<d(x,y)\).

**Both definitions of \(p(H)\) agree.** Since \(U^\dagger U=UU^\dagger=1\), sums, products and constants carry over from functions to matrices, and \(f(E)=E\) returns \(H\). The spectral definition therefore gives \(\sum_n a_nH^n\) for \(p(E)=\sum_n a_nE^n\).

**The error has small rows.** Put \(g=f-p\). As \(g\) is real, \(g(H)\) is Hermitian, and

\[
\sum_y|g(H)_{xy}|^2=(g(H)^2)_{xx}=\sum_k g(E_k)^2|U_{xk}|^2\le e^2\sum_k|U_{xk}|^2=e^2 .
\]

Beyond distance \(R\ge\deg p\), \(f(H)_{xy}=g(H)_{xy}\), which gives the row bound. Taking \(R=\deg p\) and keeping one term gives \(|f(H)_{xy}|^2\le e^2\). Since \(e\) bounds an absolute value, \(e\ge0\), and the entry bound follows.

## The Lean file

```lean
import Mathlib

open Matrix

namespace PolynomialLocalization

noncomputable section

variable {V : Type*} [Fintype V] [DecidableEq V] {G : SimpleGraph V} {H : Matrix V V ℂ}

/-- The Hamiltonian `H` couples two different sites only if they are neighbours in `G`. -/
def CouplesNeighbours (G : SimpleGraph V) (H : Matrix V V ℂ) : Prop :=
  ∀ x y, x ≠ y → ¬ G.Adj x y → H x y = 0

/-- The unitary matrix whose columns are the orthonormal eigenstates of `H`. -/
def modes (hH : H.IsHermitian) : Matrix V V ℂ := (hH.eigenvectorUnitary : Matrix V V ℂ)

/-- The matrix `f(H)`: the eigenstates of `H` are kept and each eigenvalue `E` becomes `f E`. -/
def matFun (hH : H.IsHermitian) (f : ℝ → ℝ) : Matrix V V ℂ :=
  modes hH * diagonal (fun k => (f (hH.eigenvalues k) : ℂ)) * (modes hH)ᴴ

/-- The matrix `A` with its entry at `x`, `y` set to zero wherever `G.dist x y` exceeds `R`. Entries
between disconnected sites are kept, since `G.dist` is zero there. -/
def truncate (G : SimpleGraph V) (R : ℕ) (A : Matrix V V ℂ) : Matrix V V ℂ :=
  fun x y => if R < G.dist x y then 0 else A x y

/-- If `n` applications of a neighbour-coupling `H` connect `x` and `y`, then the graph has a
walk from `x` to `y` of at most `n` steps. -/
theorem exists_walk_of_pow_ne_zero (hloc : CouplesNeighbours G H) (n : ℕ) :
    ∀ x y, (H ^ n) x y ≠ 0 → ∃ w : G.Walk x y, w.length ≤ n := by
  induction n with
  | zero =>
    intro x y h
    by_cases hxy : x = y
    · subst hxy
      exact ⟨SimpleGraph.Walk.nil, le_refl 0⟩
    · exact absurd (by rw [pow_zero, Matrix.one_apply_ne hxy]) h
  | succ n ih =>
    intro x y h
    rw [pow_succ, Matrix.mul_apply] at h
    -- some intermediate site `z` carries a nonzero amplitude
    obtain ⟨z, _, hz⟩ := Finset.exists_ne_zero_of_sum_ne_zero h
    obtain ⟨w, hw⟩ := ih x z (left_ne_zero_of_mul hz)
    by_cases hzy : z = y
    · subst hzy
      exact ⟨w, by omega⟩
    · have hadj : G.Adj z y := by
        by_contra hn
        exact right_ne_zero_of_mul hz (hloc z y hzy hn)
      exact ⟨w.concat hadj, by rw [SimpleGraph.Walk.length_concat]; omega⟩

/-- A polynomial in a neighbour-coupling `H` has no matrix element between sites whose graph
distance exceeds its degree. -/
theorem aeval_apply_eq_zero (hloc : CouplesNeighbours G H) (p : Polynomial ℝ) {x y : V}
    (hd : p.natDegree < G.dist x y) : (Polynomial.aeval H p) x y = 0 := by
  rw [Polynomial.aeval_eq_sum_range, Matrix.sum_apply]
  refine Finset.sum_eq_zero fun i hi => ?_
  have hi' := Finset.mem_range.1 hi
  have h0 : (H ^ i) x y = 0 := by
    by_contra hne
    obtain ⟨w, hw⟩ := exists_walk_of_pow_ne_zero hloc i x y hne
    have := SimpleGraph.dist_le w
    omega
  rw [Matrix.smul_apply, h0, smul_zero]

/-- The matrix of a sum of two functions is the sum of their matrices. -/
lemma matFun_add (hH : H.IsHermitian) (f g : ℝ → ℝ) :
    matFun hH (fun E => f E + g E) = matFun hH f + matFun hH g := by
  simp only [matFun, Complex.ofReal_add]
  rw [← Matrix.diagonal_add, Matrix.mul_add, Matrix.add_mul]

/-- The matrix of a product of two functions is the product of their matrices. -/
lemma matFun_mul (hH : H.IsHermitian) (f g : ℝ → ℝ) :
    matFun hH (fun E => f E * g E) = matFun hH f * matFun hH g := by
  have hU : (modes hH)ᴴ * modes hH = 1 :=
    Matrix.mem_unitaryGroup_iff'.1 hH.eigenvectorUnitary.2
  symm
  calc matFun hH f * matFun hH g
      = modes hH * diagonal (fun k => (f (hH.eigenvalues k) : ℂ)) * ((modes hH)ᴴ * modes hH)
          * diagonal (fun k => (g (hH.eigenvalues k) : ℂ)) * (modes hH)ᴴ := by
        simp only [matFun, Matrix.mul_assoc]
    _ = matFun hH (fun E => f E * g E) := by
        rw [hU, Matrix.mul_one, Matrix.mul_assoc (modes hH), Matrix.diagonal_mul_diagonal]
        simp only [matFun, Complex.ofReal_mul]

/-- A constant function gives that constant times the identity matrix. -/
lemma matFun_const (hH : H.IsHermitian) (c : ℝ) :
    matFun hH (fun _ => c) = c • (1 : Matrix V V ℂ) := by
  have hU : modes hH * (modes hH)ᴴ = 1 :=
    Matrix.mem_unitaryGroup_iff.1 hH.eigenvectorUnitary.2
  have hd : diagonal (fun _ : V => (c : ℂ)) = c • (1 : Matrix V V ℂ) := by
    ext i j
    by_cases h : i = j <;> simp [h]
  rw [matFun, hd, Matrix.mul_smul, Matrix.smul_mul, Matrix.mul_one, hU]

/-- The function `f E = E` gives back the Hamiltonian. -/
lemma matFun_id (hH : H.IsHermitian) : matFun hH (fun E => E) = H := by
  have h := hH.spectral_theorem
  rw [Unitary.conjStarAlgAut_apply] at h
  exact h.symm

/-- For a polynomial, the spectral definition of `p(H)` agrees with inserting the matrix `H`
into `p`. -/
theorem matFun_polynomial (hH : H.IsHermitian) (p : Polynomial ℝ) :
    matFun hH (fun E => p.eval E) = Polynomial.aeval H p := by
  have hpow : ∀ n : ℕ, matFun hH (fun E => E ^ n) = H ^ n := by
    intro n
    induction n with
    | zero => simp only [pow_zero, matFun_const, one_smul]
    | succ n ih => simp only [pow_succ, matFun_mul, ih, matFun_id]
  induction p using Polynomial.induction_on' with
  | add p q hp hq => simp only [Polynomial.eval_add, matFun_add, hp, hq, map_add]
  | monomial n a =>
    simp only [Polynomial.eval_monomial, matFun_mul, matFun_const, hpow,
      Polynomial.aeval_monomial, Algebra.algebraMap_eq_smul_one]

/-- A diagonal element of `f(H)` is the sum of `f` over the eigenvalues, weighted by the
probability of each eigenstate on the site. -/
theorem matFun_diag (hH : H.IsHermitian) (f : ℝ → ℝ) (x : V) :
    matFun hH f x x = ((∑ k, f (hH.eigenvalues k) * ‖modes hH x k‖ ^ 2 : ℝ) : ℂ) := by
  rw [matFun, Matrix.mul_apply]
  push_cast
  refine Finset.sum_congr rfl fun k _ => ?_
  rw [Matrix.mul_diagonal, Matrix.conjTranspose_apply]
  have h : modes hH x k * star (modes hH x k) = (‖modes hH x k‖ : ℂ) ^ 2 :=
    Complex.mul_conj' _
  linear_combination (f (hH.eigenvalues k) : ℂ) * h

/-- If `|f| ≤ e` at all eigenvalues of `H`, the squared moduli in each row of `f(H)` sum to at
most `e ^ 2`. -/
theorem row_weight_le (hH : H.IsHermitian) (f : ℝ → ℝ) {e : ℝ}
    (hf : ∀ k, |f (hH.eigenvalues k)| ≤ e) (x : V) :
    ∑ y, ‖matFun hH f x y‖ ^ 2 ≤ e ^ 2 := by
  have hherm : (matFun hH f)ᴴ = matFun hH f := by
    have hd : (diagonal (fun k => (f (hH.eigenvalues k) : ℂ)))ᴴ
        = diagonal (fun k => (f (hH.eigenvalues k) : ℂ)) := by
      rw [Matrix.diagonal_conjTranspose]
      congr 1
      funext k
      exact Complex.conj_ofReal _
    rw [matFun, Matrix.conjTranspose_mul, Matrix.conjTranspose_mul,
      Matrix.conjTranspose_conjTranspose, hd, Matrix.mul_assoc]
  -- the row weight is a diagonal element of `f(H) ^ 2`
  have h1 : ((∑ y, ‖matFun hH f x y‖ ^ 2 : ℝ) : ℂ) = matFun hH (fun E => f E * f E) x x := by
    rw [matFun_mul, Matrix.mul_apply]
    push_cast
    refine Finset.sum_congr rfl fun y _ => ?_
    have hs : matFun hH f y x = star (matFun hH f x y) :=
      (congrFun (congrFun hherm y) x).symm
    rw [hs]
    exact (Complex.mul_conj' _).symm
  -- the eigenstates are complete
  have h2 : ∑ k, ‖modes hH x k‖ ^ 2 = 1 := by
    have h := matFun_diag hH (fun _ => 1) x
    rw [matFun_const, one_smul, Matrix.one_apply_eq] at h
    simp only [one_mul] at h
    exact_mod_cast h.symm
  rw [matFun_diag] at h1
  rw [Complex.ofReal_injective h1]
  calc ∑ k, f (hH.eigenvalues k) * f (hH.eigenvalues k) * ‖modes hH x k‖ ^ 2
      ≤ ∑ k, e ^ 2 * ‖modes hH x k‖ ^ 2 := by
        refine Finset.sum_le_sum fun k _ => mul_le_mul_of_nonneg_right ?_ (sq_nonneg _)
        have h := pow_le_pow_left₀ (abs_nonneg _) (hf k) 2
        rw [sq_abs] at h
        linarith
    _ = e ^ 2 := by rw [← Finset.mul_sum, h2, mul_one]

/-- Let `H` couple only neighbours and let a polynomial of degree at most `R` approximate `f`
within `e` at all eigenvalues. Then the squared moduli of the elements of `f(H)` from `x` to all
sites beyond distance `R` sum to at most `e ^ 2`. -/
theorem tail_weight_le (hH : H.IsHermitian) (hloc : CouplesNeighbours G H) (f : ℝ → ℝ)
    (p : Polynomial ℝ) {e : ℝ} {R : ℕ} (hR : p.natDegree ≤ R)
    (hp : ∀ k, |f (hH.eigenvalues k) - p.eval (hH.eigenvalues k)| ≤ e) (x : V) :
    ∑ y with R < G.dist x y, ‖matFun hH f x y‖ ^ 2 ≤ e ^ 2 := by
  have hsplit : matFun hH f = matFun hH (fun E => f E - p.eval E) + Polynomial.aeval H p := by
    rw [← matFun_polynomial hH p, ← matFun_add]
    simp only [sub_add_cancel]
  -- beyond distance `R` only the approximation error contributes
  calc ∑ y with R < G.dist x y, ‖matFun hH f x y‖ ^ 2
      = ∑ y with R < G.dist x y, ‖matFun hH (fun E => f E - p.eval E) x y‖ ^ 2 := by
        refine Finset.sum_congr rfl fun y hy => ?_
        have hy' := (Finset.mem_filter.1 hy).2
        rw [hsplit, Matrix.add_apply, aeval_apply_eq_zero hloc p (by omega), add_zero]
    _ ≤ ∑ y, ‖matFun hH (fun E => f E - p.eval E) x y‖ ^ 2 :=
        Finset.sum_le_sum_of_subset_of_nonneg (Finset.filter_subset _ _)
          fun _ _ _ => sq_nonneg _
    _ ≤ e ^ 2 := row_weight_le hH _ hp x

/-- Let `H` couple only neighbours and let a polynomial of degree below the graph distance of `x`
and `y` approximate `f` within `e` at all eigenvalues. Then `|f(H)_xy| ≤ e`. -/
theorem norm_matFun_apply_le (hH : H.IsHermitian) (hloc : CouplesNeighbours G H) (f : ℝ → ℝ)
    (p : Polynomial ℝ) {e : ℝ} {x y : V} (hd : p.natDegree < G.dist x y)
    (hp : ∀ k, |f (hH.eigenvalues k) - p.eval (hH.eigenvalues k)| ≤ e) :
    ‖matFun hH f x y‖ ≤ e := by
  have he : 0 ≤ e := (abs_nonneg _).trans (hp x)
  have h1 : ‖matFun hH f x y‖ ^ 2 ≤
      ∑ z with p.natDegree < G.dist x z, ‖matFun hH f x z‖ ^ 2 :=
    Finset.single_le_sum (f := fun z => ‖matFun hH f x z‖ ^ 2) (fun _ _ => sq_nonneg _)
      (Finset.mem_filter.2 ⟨Finset.mem_univ y, hd⟩)
  exact le_of_sq_le_sq (h1.trans (tail_weight_le hH hloc f p le_rfl hp x)) he
where
  le_of_sq_le_sq {a b : ℝ} (h : a ^ 2 ≤ b ^ 2) (hb : 0 ≤ b) : a ≤ b := by
    nlinarith [abs_le_of_sq_le_sq h hb, le_abs_self a]

/-- Let `H` couple only neighbours and let a polynomial of degree at most `R` approximate `f`
within `e` at all eigenvalues. Cutting `f(H)` off beyond distance `R` then makes a total squared
error of at most `e ^ 2` per site. -/
theorem truncation_error_le (hH : H.IsHermitian) (hloc : CouplesNeighbours G H) (f : ℝ → ℝ)
    (p : Polynomial ℝ) {e : ℝ} {R : ℕ} (hR : p.natDegree ≤ R)
    (hp : ∀ k, |f (hH.eigenvalues k) - p.eval (hH.eigenvalues k)| ≤ e) :
    ∑ x, ∑ y, ‖(matFun hH f - truncate G R (matFun hH f)) x y‖ ^ 2
      ≤ Fintype.card V * e ^ 2 := by
  have hrow : ∀ x, ∑ y, ‖(matFun hH f - truncate G R (matFun hH f)) x y‖ ^ 2 ≤ e ^ 2 := by
    intro x
    refine le_trans (le_of_eq ?_) (tail_weight_le hH hloc f p hR hp x)
    rw [Finset.sum_filter]
    refine Finset.sum_congr rfl fun y _ => ?_
    by_cases h : R < G.dist x y <;> simp [truncate, h]
  calc _ ≤ ∑ _x : V, e ^ 2 := Finset.sum_le_sum fun x _ => hrow x
    _ = Fintype.card V * e ^ 2 := by simp

/-- The density matrix with all levels up to `μ` filled has an element of modulus at most `e`
between `x` and `y` if `H` couples only neighbours and a polynomial of degree below their graph
distance is within `e` of one on the filled levels and within `e` of zero on the empty ones. -/
theorem density_matrix_apply_le (hH : H.IsHermitian) (hloc : CouplesNeighbours G H) (μ : ℝ)
    (p : Polynomial ℝ) {e : ℝ} {x y : V} (hd : p.natDegree < G.dist x y)
    (hfilled : ∀ k, hH.eigenvalues k ≤ μ → |1 - p.eval (hH.eigenvalues k)| ≤ e)
    (hempty : ∀ k, μ < hH.eigenvalues k → |p.eval (hH.eigenvalues k)| ≤ e) :
    ‖matFun hH (fun E => if E ≤ μ then 1 else 0) x y‖ ≤ e := by
  refine norm_matFun_apply_le hH hloc _ p hd fun k => ?_
  by_cases h : hH.eigenvalues k ≤ μ
  · simpa only [if_pos h] using hfilled k h
  · simpa only [if_neg h, zero_sub, abs_neg] using hempty k (not_le.1 h)

end

end PolynomialLocalization
```

```lean
#print axioms PolynomialLocalization.truncation_error_le
#print axioms PolynomialLocalization.density_matrix_apply_le
```

```
'PolynomialLocalization.truncation_error_le' depends on axioms: [propext, Classical.choice, Quot.sound]
'PolynomialLocalization.density_matrix_apply_le' depends on axioms: [propext, Classical.choice, Quot.sound]
```

## Reading the statements and their limits

`modes hH` is \(U\), `matFun hH f` is \(f(H)\), and `CouplesNeighbours G H` expresses the hopping restriction while leaving on-site energies free. The hypothesis `hp` is the approximation condition at the eigenvalues; a bound on an interval containing them suffices.

`exists_walk_of_pow_ne_zero` performs the induction on powers, and `aeval_apply_eq_zero` applies it to each term of the polynomial. `matFun_polynomial` identifies the two definitions of \(p(H)\). `row_weight_le` bounds a row through `matFun_diag`, and `tail_weight_le` splits \(f\) into \(g+p\). From this follow `norm_matFun_apply_le` for one entry and `truncation_error_le` for the whole matrix.

`density_matrix_apply_le` treats zero temperature, with levels at or below `μ` filled: \(p\) must be within \(e\) of one on filled levels and of zero on empty ones.

The graph need not be connected. Lean sets `G.dist` to zero between disconnected sites, so `truncate` keeps those entries. In \(f(H)\) they are zero anyway: on the finite set of eigenvalues \(f\) agrees with some polynomial, and no power of \(H\) links sites that no walk joins.

The polynomial and its error \(e\) are inputs: no decay rate with distance is derived, for insulators or metals. The matrix is written in an orthonormal basis, without an overlap matrix. The truncation acts once, on the exact \(f(H)\); rounding and the repeated truncation of intermediate products need their own estimates.
